# When the small-component potential stays below 2c², the Dirac and ZORA matrices have equally many positive and equally many zero eigenvalues

## Can ZORA lose or invent a bound level?

ZORA eliminates the small component by setting the energy to zero in the denominator 2c² + E − V. For deep core levels that changes the energies noticeably. Could the same error push a weakly bound level over the threshold, or pull a continuum state below it, so that ZORA and Dirac disagree on how many bound levels there are?

## The counts agree at zero energy

Let the potential vanish at large distance, so that the threshold for binding lies at zero energy. This choice matters, because ZORA energies do not simply follow a constant shift of the potential. To compare the two counts, one has to decide what to do with the negative-energy states of the Dirac matrix, which also lie below zero. Here every negative eigenvalue is counted, with multiplicity, and the totals are compared. The Dirac matrix has exactly m more than the ZORA matrix, where m is the number of small-component basis functions. If those m are assigned to the negative-energy branch, ZORA neither loses nor invents a bound level. That assignment is the physical step that the hypotheses do not supply.

Use atomic units, with the rest energy subtracted, and orthonormal bases. Let V and W be the potential matrices in the large- and small-component bases, and B the matrix of σ·p from large to small. Put G = 2c² − W, assumed positive definite: the potential seen by the small component stays below 2c², as it does for any attractive potential when c ≠ 0. The two matrices are

D = [[V, cB†], [cB, −G]]

H = V + c²B†G⁻¹B

Let X = cG⁻¹B, and for a spinor (φ, χ) let δ = χ − Xφ, the deviation from the ZORA small component. Since cB†X = c²B†G⁻¹B and GX = cB, the two rows of D(φ, χ) are

Vφ + cB†χ = Hφ + cB†δ

cBφ − Gχ = −Gδ

Multiply by (φ, χ)† and write χ = Xφ + δ. The term (Xφ)†Gδ equals cφ†B†δ and cancels the cross term, which leaves

(φ, χ)†D(φ, χ) = φ†Hφ − δ†Gδ

These are quadratic forms of vectors that need not be normalised, and `expectation` in the Lean names is meant in that sense. For a nonzero vector, dividing by its squared norm gives the physical expectation value, which has the same sign.

Now suppose a linear map P satisfies x†Ax ≤ (Px)†A′(Px) for all x. Take x in the span of the positive eigenvectors of A, with amplitudes yᵢ and eigenvalues aᵢ. If Px has no component along the positive eigenvectors of A′, then

0 ≤ Σᵢ aᵢ|yᵢ|² ≤ (Px)†A′(Px) ≤ 0

so every yᵢ vanishes. Hence A′ has at least as many positive eigenvalues as A. The map (φ, χ) ↦ φ gives this from D to H, because δ†Gδ ≥ 0. The map φ ↦ (φ, Xφ) gives it from H to D, because there δ = 0. The positive counts are therefore equal.

For the kernels, D(φ, χ) = 0 requires Gδ = 0, so δ = 0, and then Hφ = 0. The converse is immediate, so φ ↦ (φ, Xφ) carries the kernel of H one-to-one onto that of D. Positive, negative and zero eigenvalues exhaust each spectrum, and D is larger than H by m rows, so the m additional eigenvalues are negative.

A one-by-one instance shows the crossing. Take c = 1, V = W = −1 and B = b, so that G = 3, H = −1 + b²/3 and D has eigenvalues −2 ± √(1 + b²).

- b = 1: H = −0.667; D has −0.586 and −3.414.
- b = √3: H = 0; D has 0 and −4.
- b = 2: H = 0.333; D has 0.236 and −4.236.

The energies in the first and last rows differ, but the ZORA level and the upper Dirac level cross zero at the same b.

## What the theorem `zora_inertia` says

For Hermitian `V` (`hV`), positive definite `gap c W` (`hG`) and any rectangular `B`, the theorem states three equalities: equal `numPos`, equal `kerDim`, and a `numNeg` for `dirac` that exceeds the one for `zora` by `Fintype.card m`. In Lean, `n` and `m` are the index types of the two bases, and a spinor is a function on `n ⊕ m`, written `Sum.elim φ χ`. `kerDim` takes a matrix and returns the dimension of its kernel, which for a Hermitian matrix is the number of zero eigenvalues. `numPos` and `numNeg` run over Mathlib's eigenvalue family, which repeats degenerate levels. They take a proof of Hermiticity as their argument, hence `dirac_isHermitian hV hG B` in the statement. Positive definiteness includes Hermiticity, so `W` needs no separate assumption.

The name `gap` means the matrix 2c² − W, not a spectral gap, and the `E` inside one proof is a linear map, not an energy.

The statement concerns finite matrices with the same V, W and B on both sides. It does not treat the continuum operators, or self-consistent potentials that differ between the two methods. The inverse is that of a matrix in the small-component basis, whereas many ZORA programs integrate c²/(2c² − V) on a grid. Within this fixed-potential, finite-basis model, once m of the Dirac levels below threshold are assigned to the negative-energy branch, as many remain there as ZORA has below threshold.

```lean
import Mathlib

open Matrix
open scoped ComplexOrder

namespace ZoraInertia

noncomputable section

variable {n m p : Type*} [Fintype n] [DecidableEq n] [Fintype m] [DecidableEq m]
  [Fintype p] [DecidableEq p]

/-- The number of positive eigenvalues of a Hermitian matrix, with multiplicity. -/
def numPos {A : Matrix n n ℂ} (hA : A.IsHermitian) : ℕ :=
  Fintype.card {i // 0 < hA.eigenvalues i}

/-- The number of negative eigenvalues of a Hermitian matrix, with multiplicity. -/
def numNeg {A : Matrix n n ℂ} (hA : A.IsHermitian) : ℕ :=
  Fintype.card {i // hA.eigenvalues i < 0}

/-- The dimension of the kernel of a square matrix. -/
def kerDim (A : Matrix n n ℂ) : ℕ := Module.finrank ℂ (LinearMap.ker A.mulVecLin)

/-- The matrix `2c² - W` that ZORA inverts. -/
def gap (c : ℝ) (W : Matrix m m ℂ) : Matrix m m ℂ := (2 * (c : ℂ) ^ 2) • 1 - W

/-- The Dirac matrix with blocks `V`, `c B†`, `c B` and `W - 2c²`. -/
def dirac (c : ℝ) (V : Matrix n n ℂ) (W : Matrix m m ℂ) (B : Matrix m n ℂ) :
    Matrix (n ⊕ m) (n ⊕ m) ℂ :=
  fromBlocks V ((c : ℂ) • Bᴴ) ((c : ℂ) • B) (W - (2 * (c : ℂ) ^ 2) • 1)

/-- The ZORA matrix `V + c² B† (2c² - W)⁻¹ B`, for invertible `2c² - W`. -/
def zora (c : ℝ) (V : Matrix n n ℂ) (W : Matrix m m ℂ) (B : Matrix m n ℂ) : Matrix n n ℂ :=
  V + ((c : ℂ) ^ 2) • (Bᴴ * (gap c W)⁻¹ * B)

/-- The coupling `X = c (2c² - W)⁻¹ B` from large to small component, for invertible
`2c² - W`. -/
def coupling (c : ℝ) (W : Matrix m m ℂ) (B : Matrix m n ℂ) : Matrix m n ℂ :=
  (c : ℂ) • ((gap c W)⁻¹ * B)

/-- The map that completes a large component `φ` to the spinor `(φ, X φ)`, for invertible
`2c² - W`. -/
def spinor (c : ℝ) (W : Matrix m m ℂ) (B : Matrix m n ℂ) : (n → ℂ) →ₗ[ℂ] (n ⊕ m → ℂ) where
  toFun φ := Sum.elim φ (coupling c W B *ᵥ φ)
  map_add' φ ψ := by ext (i | i) <;> simp [mulVec_add]
  map_smul' a φ := by ext (i | i) <;> simp [mulVec_smul]

/-- For a Hermitian matrix `A` there is a unitary `U` such that, for every `y`, the real part of the
quadratic form of `A` at `U y` is the sum of the eigenvalues weighted by `|yᵢ|²`. -/
theorem expectation_eigenbasis {A : Matrix n n ℂ} (hA : A.IsHermitian) :
    ∃ U : Matrix n n ℂ, U * Uᴴ = 1 ∧ ∀ y : n → ℂ,
      (star (U *ᵥ y) ⬝ᵥ A *ᵥ (U *ᵥ y)).re = ∑ i, hA.eigenvalues i * ‖y i‖ ^ 2 := by
  let U : Matrix n n ℂ := hA.eigenvectorUnitary
  have hU : Uᴴ * U = 1 := mem_unitaryGroup_iff'.1 hA.eigenvectorUnitary.2
  have hAU : A * U = U * diagonal (fun i => (hA.eigenvalues i : ℂ)) := by
    ext i j
    have h := congrFun (hA.mulVec_eigenvectorBasis j) i
    rw [mul_diagonal, mul_comm (U i j)]
    simpa [U, Matrix.mul_apply, mulVec, dotProduct, IsHermitian.eigenvectorUnitary_apply] using h
  refine ⟨U, mul_eq_one_comm.1 hU, fun y => ?_⟩
  rw [mulVec_mulVec, hAU, star_mulVec, ← dotProduct_mulVec, mulVec_mulVec, ← Matrix.mul_assoc,
    hU, Matrix.one_mul]
  simp only [dotProduct, mulVec_diagonal, Pi.star_apply, Complex.re_sum]
  refine Finset.sum_congr rfl fun i _ => ?_
  rw [Complex.sq_norm, Complex.normSq_apply]
  simp [Complex.mul_re, Complex.mul_im]
  ring

/-- Let `A` and `A'` be Hermitian. If a linear map `P` satisfies `x†Ax ≤ (Px)†A'(Px)` for all `x`,
then `A'` has at least as many positive eigenvalues as `A`. -/
theorem numPos_le {A : Matrix n n ℂ} {A' : Matrix p p ℂ} (hA : A.IsHermitian)
    (hA' : A'.IsHermitian) (P : (n → ℂ) →ₗ[ℂ] (p → ℂ))
    (h : ∀ x, (star x ⬝ᵥ A *ᵥ x).re ≤ (star (P x) ⬝ᵥ A' *ᵥ P x).re) :
    numPos hA ≤ numPos hA' := by
  obtain ⟨U, -, hq⟩ := expectation_eigenbasis hA
  obtain ⟨U', hU', hq'⟩ := expectation_eigenbasis hA'
  -- amplitudes on the positive eigenvectors of `A`, extended by zero
  let E : ({i // 0 < hA.eigenvalues i} → ℂ) →ₗ[ℂ] (n → ℂ) :=
    { toFun := fun y i => if hi : 0 < hA.eigenvalues i then y ⟨i, hi⟩ else 0
      map_add' := by
        intro y z
        ext i
        by_cases hi : 0 < hA.eigenvalues i <;> simp [hi]
      map_smul' := by
        intro a y
        ext i
        by_cases hi : 0 < hA.eigenvalues i <;> simp [hi] }
  let F : ({i // 0 < hA.eigenvalues i} → ℂ) →ₗ[ℂ] ({j // 0 < hA'.eigenvalues j} → ℂ) :=
    (LinearMap.funLeft ℂ ℂ Subtype.val) ∘ₗ U'ᴴ.mulVecLin ∘ₗ P ∘ₗ U.mulVecLin ∘ₗ E
  have hF : Function.Injective F := by
    rw [← LinearMap.ker_eq_bot, LinearMap.ker_eq_bot']
    intro y hy
    have hz : ∀ j, 0 < hA'.eigenvalues j → (U'ᴴ *ᵥ P (U *ᵥ E y)) j = 0 :=
      fun j hj => congrFun hy ⟨j, hj⟩
    have h1 := h (U *ᵥ E y)
    have h2 := hq' (U'ᴴ *ᵥ P (U *ᵥ E y))
    rw [mulVec_mulVec, hU', one_mulVec] at h2
    rw [hq, h2] at h1
    have h3 : ∑ j, hA'.eigenvalues j * ‖(U'ᴴ *ᵥ P (U *ᵥ E y)) j‖ ^ 2 ≤ 0 := by
      refine Finset.sum_nonpos fun j _ => ?_
      by_cases hj : 0 < hA'.eigenvalues j
      · simp [hz j hj]
      · exact mul_nonpos_of_nonpos_of_nonneg (not_lt.1 hj) (sq_nonneg _)
    have h4 : ∀ i ∈ Finset.univ, 0 ≤ hA.eigenvalues i * ‖E y i‖ ^ 2 := by
      intro i _
      by_cases hi : 0 < hA.eigenvalues i
      · positivity
      · simp [E, hi]
    have h5 := (Finset.sum_eq_zero_iff_of_nonneg h4).1
      (le_antisymm (h1.trans h3) (Finset.sum_nonneg h4))
    ext ⟨i, hi⟩
    have h6 := h5 i (Finset.mem_univ i)
    simpa [E, hi, hi.ne'] using h6
  have hle := LinearMap.finrank_le_finrank_of_injective hF
  rwa [Module.finrank_fintype_fun_eq_card, Module.finrank_fintype_fun_eq_card] at hle

/-- For a Hermitian matrix the numbers of positive and negative eigenvalues and the kernel
dimension add up to the size of the matrix. -/
theorem count_add {A : Matrix n n ℂ} (hA : A.IsHermitian) :
    numPos hA + numNeg hA + kerDim A = Fintype.card n := by
  have hr := hA.rank_eq_card_non_zero_eigs
  have hk := LinearMap.finrank_range_add_finrank_ker A.mulVecLin
  rw [Module.finrank_fintype_fun_eq_card] at hk
  change A.rank + kerDim A = _ at hk
  have hc : Fintype.card {i // hA.eigenvalues i ≠ 0} = numPos hA + numNeg hA := by
    simp only [numPos, numNeg, Fintype.card_subtype, Finset.card_filter,
      ← Finset.sum_add_distrib]
    refine Finset.sum_congr rfl fun i _ => ?_
    rcases lt_trichotomy (hA.eigenvalues i) 0 with h | h | h
    · simp [h, h.ne, h.le]
    · simp [h]
    · simp [h, h.ne', h.le]
  omega

variable {c : ℝ} {V : Matrix n n ℂ} {W : Matrix m m ℂ}

omit [Fintype n] [DecidableEq n] [Fintype m] in
/-- The Dirac matrix is Hermitian if `V` is Hermitian and `2c² - W` is positive definite. -/
theorem dirac_isHermitian (hV : V.IsHermitian) (hG : (gap c W).PosDef) (B : Matrix m n ℂ) :
    (dirac c V W B).IsHermitian := by
  have hW : W - (2 * (c : ℂ) ^ 2) • 1 = -gap c W := by rw [gap, neg_sub]
  rw [dirac, hW]
  exact IsHermitian.fromBlocks hV (by simp [conjTranspose_smul]) hG.isHermitian.neg

omit [Fintype n] [DecidableEq n] in
/-- The ZORA matrix is Hermitian if `V` is Hermitian and `2c² - W` is positive definite. -/
theorem zora_isHermitian (hV : V.IsHermitian) (hG : (gap c W).PosDef) (B : Matrix m n ℂ) :
    (zora c V W B).IsHermitian := by
  refine hV.add ?_
  simp [IsHermitian, conjTranspose_smul, conjTranspose_mul, conjTranspose_nonsing_inv,
    hG.isHermitian.eq, Matrix.mul_assoc]

omit [Fintype n] [DecidableEq n] in
/-- For positive definite `2c² - W`, the coupling `X` satisfies `(2c² - W) X = c B`. -/
lemma gap_mul_coupling (hG : (gap c W).PosDef) (B : Matrix m n ℂ) :
    gap c W * coupling c W B = (c : ℂ) • B := by
  rw [coupling, Matrix.mul_smul, ← Matrix.mul_assoc,
    Matrix.mul_nonsing_inv _ hG.det_pos.ne'.isUnit, Matrix.one_mul]

omit [DecidableEq n] in
/-- For positive definite `2c² - W`, the Dirac matrix acts on `(φ, χ)` through the ZORA matrix
and the deviation `χ - X φ` of the small component. -/
theorem dirac_mulVec (hG : (gap c W).PosDef) (V : Matrix n n ℂ) (B : Matrix m n ℂ)
    (φ : n → ℂ) (χ : m → ℂ) :
    dirac c V W B *ᵥ Sum.elim φ χ =
      Sum.elim (zora c V W B *ᵥ φ + ((c : ℂ) • Bᴴ) *ᵥ (χ - coupling c W B *ᵥ φ))
        (-(gap c W *ᵥ (χ - coupling c W B *ᵥ φ))) := by
  have hH : zora c V W B = V + ((c : ℂ) • Bᴴ) * coupling c W B := by
    simp only [zora, coupling, Matrix.smul_mul, Matrix.mul_smul, smul_smul, Matrix.mul_assoc,
      pow_two]
  have hW : W - (2 * (c : ℂ) ^ 2) • 1 = -gap c W := by rw [gap, neg_sub]
  rw [dirac, fromBlocks_mulVec, hW]
  simp only [Sum.elim_comp_inl, Sum.elim_comp_inr]
  congr 1
  · rw [hH, mulVec_sub, add_mulVec, mulVec_mulVec]
    abel
  · rw [mulVec_sub, mulVec_mulVec, gap_mul_coupling hG, neg_mulVec]
    abel

omit [DecidableEq n] in
/-- For positive definite `2c² - W`, the quadratic form of the Dirac matrix at `(φ, χ)` is that of
the ZORA matrix at `φ` minus that of `2c² - W` at the deviation `χ - X φ`. -/
theorem dirac_expectation (hG : (gap c W).PosDef) (V : Matrix n n ℂ) (B : Matrix m n ℂ)
    (φ : n → ℂ) (χ : m → ℂ) :
    star (Sum.elim φ χ) ⬝ᵥ dirac c V W B *ᵥ Sum.elim φ χ =
      star φ ⬝ᵥ zora c V W B *ᵥ φ -
        star (χ - coupling c W B *ᵥ φ) ⬝ᵥ gap c W *ᵥ (χ - coupling c W B *ᵥ φ) := by
  have hsum : ∀ (a : n → ℂ) (b : m → ℂ),
      star (Sum.elim φ χ) ⬝ᵥ Sum.elim a b = star φ ⬝ᵥ a + star χ ⬝ᵥ b := by
    intro a b
    simp [dotProduct, Fintype.sum_sum_type]
  have hXG : (coupling c W B)ᴴ * gap c W = (c : ℂ) • Bᴴ := by
    have h := congrArg conjTranspose (gap_mul_coupling hG B)
    rw [conjTranspose_mul, hG.isHermitian.eq] at h
    rw [h]
    simp [conjTranspose_smul]
  have hadj : ∀ d : m → ℂ, star (coupling c W B *ᵥ φ) ⬝ᵥ gap c W *ᵥ d =
      star φ ⬝ᵥ ((c : ℂ) • Bᴴ) *ᵥ d := by
    intro d
    rw [star_mulVec, ← dotProduct_mulVec, mulVec_mulVec, hXG]
  rw [dirac_mulVec hG, hsum, dotProduct_add, dotProduct_neg, star_sub, sub_dotProduct, hadj]
  ring

omit [DecidableEq n] in
/-- For positive definite `2c² - W`, a spinor `(φ, χ)` solves the Dirac equation at zero energy
exactly when `φ` solves the ZORA equation at zero energy and `χ = X φ`. -/
theorem dirac_zero_iff (hG : (gap c W).PosDef) (V : Matrix n n ℂ) (B : Matrix m n ℂ)
    (φ : n → ℂ) (χ : m → ℂ) :
    dirac c V W B *ᵥ Sum.elim φ χ = 0 ↔
      zora c V W B *ᵥ φ = 0 ∧ χ = coupling c W B *ᵥ φ := by
  rw [dirac_mulVec hG]
  constructor
  · intro h
    have h2 : gap c W *ᵥ (χ - coupling c W B *ᵥ φ) = 0 := by
      ext i
      exact neg_eq_zero.1 (congrFun h (Sum.inr i))
    have hd := eq_zero_of_mulVec_eq_zero hG.det_pos.ne' h2
    rw [hd] at h
    refine ⟨?_, sub_eq_zero.1 hd⟩
    ext i
    simpa using congrFun h (Sum.inl i)
  · rintro ⟨h, rfl⟩
    ext (i | i) <;> simp [h]

/-- Let `V` be Hermitian and `2c² - W` positive definite. The Dirac and ZORA matrices have equally
many positive eigenvalues and equal kernel dimension, and the Dirac matrix has more negative
eigenvalues by exactly the size of `W`. -/
theorem zora_inertia (hV : V.IsHermitian) (hG : (gap c W).PosDef) (B : Matrix m n ℂ) :
    numPos (dirac_isHermitian hV hG B) = numPos (zora_isHermitian hV hG B) ∧
    kerDim (dirac c V W B) = kerDim (zora c V W B) ∧
    numNeg (dirac_isHermitian hV hG B) =
      numNeg (zora_isHermitian hV hG B) + Fintype.card m := by
  have hpos : numPos (dirac_isHermitian hV hG B) = numPos (zora_isHermitian hV hG B) := by
    apply le_antisymm
    · -- the Dirac quadratic form at `(φ, χ)` is at most the ZORA quadratic form at `φ`
      refine numPos_le _ _ (LinearMap.funLeft ℂ ℂ Sum.inl) fun x => ?_
      obtain ⟨φ, χ, rfl⟩ : ∃ φ χ, x = Sum.elim φ χ :=
        ⟨x ∘ Sum.inl, x ∘ Sum.inr, (Sum.elim_comp_inl_inr x).symm⟩
      change _ ≤ (star φ ⬝ᵥ zora c V W B *ᵥ φ).re
      have h := (Complex.le_def.1
        (hG.posSemidef.dotProduct_mulVec_nonneg (χ - coupling c W B *ᵥ φ))).1
      rw [Complex.zero_re] at h
      rw [dirac_expectation hG, Complex.sub_re]
      linarith
    · -- the Dirac quadratic form at `(φ, X φ)` equals the ZORA quadratic form at `φ`
      refine numPos_le _ _ (spinor c W B) fun φ => ?_
      change _ ≤ (star (Sum.elim φ (coupling c W B *ᵥ φ)) ⬝ᵥ
        dirac c V W B *ᵥ Sum.elim φ (coupling c W B *ᵥ φ)).re
      rw [dirac_expectation hG, sub_self, mulVec_zero, dotProduct_zero, sub_zero]
  have hker : kerDim (dirac c V W B) = kerDim (zora c V W B) := by
    have hinj : Function.Injective (spinor c W B) := by
      intro φ ψ h
      ext i
      exact congrFun h (Sum.inl i)
    have hmap : LinearMap.ker (dirac c V W B).mulVecLin =
        (LinearMap.ker (zora c V W B).mulVecLin).map (spinor c W B) := by
      ext x
      obtain ⟨φ, χ, rfl⟩ : ∃ φ χ, x = Sum.elim φ χ :=
        ⟨x ∘ Sum.inl, x ∘ Sum.inr, (Sum.elim_comp_inl_inr x).symm⟩
      rw [LinearMap.mem_ker, mulVecLin_apply, dirac_zero_iff hG, Submodule.mem_map]
      constructor
      · rintro ⟨h, rfl⟩
        exact ⟨φ, h, rfl⟩
      · rintro ⟨ψ, h, he⟩
        have h1 : ψ = φ := funext fun i => congrFun he (Sum.inl i)
        subst h1
        exact ⟨h, funext fun i => (congrFun he (Sum.inr i)).symm⟩
    rw [kerDim, kerDim, hmap]
    exact (Submodule.equivMapOfInjective _ hinj _).finrank_eq.symm
  refine ⟨hpos, hker, ?_⟩
  -- the three counts exhaust the spectrum of either matrix
  have h1 := count_add (dirac_isHermitian hV hG B)
  have h2 := count_add (zora_isHermitian hV hG B)
  rw [Fintype.card_sum] at h1
  omega

end

end ZoraInertia
```

```lean
#print axioms ZoraInertia.zora_inertia
-- 'ZoraInertia.zora_inertia' depends on axioms: [propext, Classical.choice, Quot.sound]
```

## From quadratic forms to a count

`expectation_eigenbasis` writes the quadratic form as eigenvalues weighted by squared amplitudes. `gap_mul_coupling` is GX = cB, `dirac_mulVec` gives the two rows, and `dirac_expectation` the difference of quadratic forms. `dirac_zero_iff` is the kernel argument; it uses the nonzero determinant of G to get δ = 0.

The device that turns inequalities into integers is in `numPos_le`. The positive eigenvalues are indexed by a subtype, and the complex functions on that subtype form a vector space whose dimension is the count. The map `F` between two such spaces extends amplitudes by zero, passes to the original basis, applies `P`, passes to the eigenbasis of `A'` and keeps only the positive indices. Once `F` is shown to be injective, `LinearMap.finrank_le_finrank_of_injective` compares the dimensions. `P` itself need not be injective, which matters because discarding the small component generally is not.

In `zora_inertia`, `le_antisymm` joins the two inequalities for the positive counts. The kernel of D is then identified with the image of the kernel of H under `spinor`. `count_add`, obtained from the rank and the rank–nullity theorem, supplies the total for each matrix, and `omega` solves for the negative count.
